# Löwdin orthogonalisation of an orbital's translates on a finite ring

Take a crystal with one atomic orbital $\varphi$ per cell and a Hamiltonian $H$ that commutes with lattice translations. If the orbitals are treated as orthonormal, the band energy is the Fourier sum $\hat h(k)$ of the matrix elements $\langle\varphi, H\,T^R\varphi\rangle$, where $T^R$ translates by $R$ cells. When neighbouring orbitals overlap, this is wrong in general: the energy in the one-orbital model, where states are restricted to the span of the translates of $\varphi$, is $\hat h(k)/\hat s(k)$, where $\hat s(k)$ is the Fourier sum of the overlaps $\langle\varphi, T^R\varphi\rangle$. The squared moduli of the expansion coefficients also no longer add up to the squared norm in general.

If $\hat s(k)>0$ for every $k$, a combination $\chi$ of the translates of $\varphi$ has orthonormal translates, and $\chi$ can serve as a Wannier function for the single band of this one-orbital model of non-interacting electrons on a finite ring. Löwdin's $S^{-1/2}$ applies to any linearly independent set with overlap matrix $S$. Here the set is one orbital and its translates, so Fourier sums diagonalise $S$. How localised $\chi$ is, and how close it stays to $\varphi$, are separate questions.

## The ring, its translations and its Fourier sums

The ring has $N\ge 1$ cells, and the cell index $R$ and wave number $k$ are integers modulo $N$ (`ZMod N`). The states form a complex inner product space `E` of any dimension, with an inner product that is conjugate-linear in its first argument. The code writes `ω` for the phase $\omega(j)=e^{2\pi i j/N}$.

```lean
import Mathlib

open scoped InnerProductSpace

noncomputable section

namespace LoewdinWannier

variable {N : ℕ} [NeZero N] {E : Type*} [NormedAddCommGroup E] [InnerProductSpace ℂ E]

local notation "ω" => ZMod.stdAddChar
```

The elementary translation $T$ is unitary, expressed as a linear isometric equivalence of `E` with itself. Translation by $R$ cells is the power $T^R$, with $R$ represented by an integer from $0$ to $N-1$.

```lean
/-- Translation by `R` cells of the ring: the power `T ^ R` of the elementary translation. -/
def translate (T : E ≃ₗᵢ[ℂ] E) (R : ZMod N) : E ≃ₗᵢ[ℂ] E := T ^ R.val
```

The overlaps are $s(R)=\langle\varphi,T^R\varphi\rangle$.

```lean
/-- The overlap `s(R) = ⟨φ, T^R φ⟩` of an orbital with its translate. -/
def overlap (T : E ≃ₗᵢ[ℂ] E) (φ : E) (R : ZMod N) : ℂ := ⟪φ, translate T R φ⟫_ℂ
```

The Fourier sum of a function $f$ is $\hat f(k)=\sum_R \omega(-kR)f(R)$, with no prefactor.

```lean
/-- The discrete Fourier sum `∑ R, exp(-2πi k R / N) f(R)`. -/
def dft (f : ZMod N → ℂ) (k : ZMod N) : ℂ := ∑ R : ZMod N, ω (-(k * R)) * f R
```

A new orbital is built as $\chi=\sum_R c(R)\,T^R\varphi$.

```lean
/-- The orbital `∑ R, c(R) T^R φ` built from the translates of `φ`. -/
def combine (T : E ≃ₗᵢ[ℂ] E) (c : ZMod N → ℂ) (φ : E) : E :=
  ∑ R : ZMod N, c R • translate T R φ
```

The choice $c(R)=\omega(-kR)$ gives the unnormalised Bloch sum $B_k\varphi=\sum_R\omega(-kR)\,T^R\varphi$. Textbooks usually put $e^{+ikR}$ here, so $k$ has the opposite sign to theirs.

```lean
/-- The unnormalised Bloch sum `∑ R, exp(-2πi k R / N) T^R φ`. -/
def bloch (T : E ≃ₗᵢ[ℂ] E) (k : ZMod N) (φ : E) : E :=
  combine T (fun R : ZMod N => ω (-(k * R))) φ
```

The overlap spectrum $\hat s(k)$ is defined as the real part of the Fourier sum of $s$. If $T^N=1$, as on a ring, that sum is real (shown below), so nothing is lost.

```lean
/-- The overlap spectrum `ŝ(k)`: the real part of the Fourier sum of the overlaps. -/
def overlapSpectrum (T : E ≃ₗᵢ[ℂ] E) (φ : E) (k : ZMod N) : ℝ := (dft (overlap T φ) k).re
```

The Löwdin coefficients are $c(R)=\frac1N\sum_k\omega(-kR)\,\hat s(k)^{-1/2}$.

```lean
/-- The Löwdin coefficients `c(R) = (1/N) ∑ k, exp(-2πi k R / N) ŝ(k)^(-1/2)`, meant for
orbitals with `ŝ(k) > 0` for every `k`. -/
def loewdinCoeff (T : E ≃ₗᵢ[ℂ] E) (φ : E) (R : ZMod N) : ℂ :=
  dft (fun k : ZMod N => ((√(overlapSpectrum T φ k) : ℝ) : ℂ)⁻¹) R / N
```

## Bloch sums are eigenvectors of translation

The hypothesis $T^N=1$ is the Born–von Karman condition: going once round the ring changes nothing. It gives $T^RT^S=T^{R+S}$ with the indices added modulo $N$; from here on $S$ is a second cell index, not the overlap matrix. The proof uses $T^N=1$ to drop the reduction modulo $N$ from the exponent, then splits the power.

```lean
/-- If `T^N = 1`, translations compose by adding cell indices modulo `N`. -/
theorem translate_translate {T : E ≃ₗᵢ[ℂ] E} (hT : T ^ N = 1) (R S : ZMod N) (x : E) :
    translate T R (translate T S x) = translate T (R + S) x := by
  unfold translate
  rw [ZMod.val_add, ← pow_eq_pow_mod _ hT, pow_add]
  rfl
```

Setting $R'=R+S$,
$$T^S B_k\varphi=\sum_R\omega(-kR)\,T^{R+S}\varphi=\sum_{R'}\omega(-k(R'-S))\,T^{R'}\varphi=\omega(kS)\,B_k\varphi .$$
In Lean the change of index is `Equiv.sum_comp`, applied to addition of `S`.

```lean
/-- If `T^N = 1`, translating a Bloch sum by `S` cells multiplies it by `exp(2πi k S / N)`. -/
theorem translate_bloch {T : E ≃ₗᵢ[ℂ] E} (hT : T ^ N = 1) (k S : ZMod N) (x : E) :
    translate T S (bloch T k x) = ω (k * S) • bloch T k x := by
  simp only [bloch, combine, map_sum, map_smul, translate_translate hT, Finset.smul_sum]
  -- shift the summation index by `S`
  refine Eq.trans ?_ (Equiv.sum_comp (Equiv.addLeft S) _)
  refine Finset.sum_congr rfl fun R _ => ?_
  have h : k * S + -(k * (S + R)) = -(k * R) := by ring
  simp only [Equiv.coe_addLeft]
  rw [smul_smul, ← AddChar.map_add_eq_mul, h]
```

Forming $\chi$ therefore only rescales each Bloch sum:
$$B_k\chi=\sum_R c(R)\,T^R B_k\varphi=\sum_R c(R)\,\omega(kR)\,B_k\varphi=\hat c(-k)\,B_k\varphi .$$
The first equality exchanges two finite sums, and the second uses the eigenvalue just found.

```lean
/-- If `T^N = 1`, the Bloch sum of `∑ R, c(R) T^R φ` is `ĉ(-k)` times the Bloch sum of `φ`. -/
theorem bloch_combine {T : E ≃ₗᵢ[ℂ] E} (hT : T ^ N = 1) (c : ZMod N → ℂ) (k : ZMod N) (x : E) :
    bloch T k (combine T c x) = dft c (-k) • bloch T k x := by
  calc bloch T k (combine T c x)
      = ∑ R : ZMod N, c R • translate T R (bloch T k x) := by
        simp only [bloch, combine, map_sum, map_smul, translate_translate hT, Finset.smul_sum]
        rw [Finset.sum_comm]
        refine Finset.sum_congr rfl fun R _ => Finset.sum_congr rfl fun S _ => ?_
        rw [smul_comm, add_comm S R]
    _ = dft c (-k) • bloch T k x := by
        simp only [translate_bloch hT, dft, Finset.sum_smul, smul_smul, neg_mul, neg_neg]
        refine Finset.sum_congr rfl fun R _ => ?_
        rw [mul_comm (c R)]
```

## The overlap spectrum as a squared norm

By linearity, $\langle\varphi,B_k\varphi\rangle=\sum_R\omega(-kR)s(R)$, which is `h1`. The eigenvalue equation gives $B_k\varphi=\omega(-kR)\,T^RB_k\varphi$, so, since $T^R$ is unitary and the phase has modulus one,
$$\langle\omega(-kR)T^R\varphi,\,B_k\varphi\rangle=|\omega(-kR)|^2\langle T^R\varphi,T^RB_k\varphi\rangle=\langle\varphi,B_k\varphi\rangle .$$
This is `h2`. Summing over the $N$ values of $R$ gives `h3`, that is, $\|B_k\varphi\|^2=N\sum_R\omega(-kR)s(R)$. The Fourier sum is thus real and nonnegative, with $\hat s(k)=\|B_k\varphi\|^2/N$. Where it is positive, the normalised Bloch state is $B_k\varphi/\sqrt{N\hat s(k)}$.

```lean
/-- If `T^N = 1`, the Fourier sum of the overlaps is real and equals the squared norm of the
Bloch sum divided by `N`. -/
theorem dft_overlap {T : E ≃ₗᵢ[ℂ] E} (hT : T ^ N = 1) (x : E) (k : ZMod N) :
    dft (overlap T x) k = (overlapSpectrum T x k : ℂ) ∧
      overlapSpectrum T x k = ‖bloch T k x‖ ^ 2 / N := by
  have hN : (N : ℂ) ≠ 0 := Nat.cast_ne_zero.mpr (NeZero.ne N)
  have h1 : ⟪x, bloch T k x⟫_ℂ = dft (overlap T x) k := by
    simp only [bloch, combine, dft, overlap, inner_sum, inner_smul_right]
  -- every term of the left Bloch sum contributes the same amount
  have h2 : ∀ R : ZMod N, ⟪ω (-(k * R)) • translate T R x, bloch T k x⟫_ℂ
      = dft (overlap T x) k := by
    intro R
    have hB : bloch T k x = ω (-(k * R)) • translate T R (bloch T k x) := by
      rw [translate_bloch hT, smul_smul, ← AddChar.map_add_eq_mul, neg_add_cancel,
        AddChar.map_zero_eq_one, one_smul]
    calc ⟪ω (-(k * R)) • translate T R x, bloch T k x⟫_ℂ
        = ⟪ω (-(k * R)) • translate T R x,
            ω (-(k * R)) • translate T R (bloch T k x)⟫_ℂ := by rw [← hB]
      _ = ⟪x, bloch T k x⟫_ℂ := by
          rw [inner_smul_left, inner_smul_right, LinearIsometryEquiv.inner_map_map, ← mul_assoc,
            mul_comm (starRingEnd ℂ _), Complex.mul_conj, Complex.normSq_eq_norm_sq,
            AddChar.norm_apply]
          simp
      _ = dft (overlap T x) k := h1
  have h3 : ⟪bloch T k x, bloch T k x⟫_ℂ = N * dft (overlap T x) k := by
    calc ⟪bloch T k x, bloch T k x⟫_ℂ
        = ∑ R : ZMod N, ⟪ω (-(k * R)) • translate T R x, bloch T k x⟫_ℂ := by
          rw [← sum_inner]
          rfl
      _ = N * dft (overlap T x) k := by
          simp only [h2, Finset.sum_const, Finset.card_univ, ZMod.card, nsmul_eq_mul]
  have h4 : dft (overlap T x) k = ((‖bloch T k x‖ ^ 2 / N : ℝ) : ℂ) := by
    rw [inner_self_eq_norm_sq_to_K] at h3
    push_cast
    rw [eq_div_iff hN, mul_comm]
    exact h3.symm
  have h5 : overlapSpectrum T x k = ‖bloch T k x‖ ^ 2 / N := by
    rw [overlapSpectrum, h4, Complex.ofReal_re]
  exact ⟨by rw [h5, h4], h5⟩
```

Applying this to $\chi$ and inserting $B_k\chi=\hat c(-k)B_k\varphi$ gives
$$\hat s_\chi(k)=\frac{\|B_k\chi\|^2}{N}=|\hat c(-k)|^2\,\hat s(k).$$

```lean
/-- If `T^N = 1`, the overlap spectrum of `∑ R, c(R) T^R φ` is `|ĉ(-k)|² ŝ(k)`. -/
theorem overlapSpectrum_combine {T : E ≃ₗᵢ[ℂ] E} (hT : T ^ N = 1) (c : ZMod N → ℂ) (x : E)
    (k : ZMod N) :
    overlapSpectrum T (combine T c x) k = ‖dft c (-k)‖ ^ 2 * overlapSpectrum T x k := by
  rw [(dft_overlap hT (combine T c x) k).2, (dft_overlap hT x k).2, bloch_combine hT, norm_smul]
  ring
```

## Coefficients that flatten the spectrum

Fourier inversion follows from the orthogonality of the lattice phases:
$$\sum_k\omega(kS)\hat f(k)=\sum_R f(R)\sum_k\omega(k(S-R))=N f(S),$$
because the inner sum is $N$ for $R=S$ and zero otherwise.

```lean
/-- Fourier inversion on the ring: `∑ k, exp(2πi k S / N) f̂(k) = N f(S)`. -/
theorem dft_inversion (f : ZMod N → ℂ) (S : ZMod N) :
    ∑ k : ZMod N, ω (k * S) * dft f k = N * f S := by
  have h : ∀ R : ZMod N, ∑ k : ZMod N, ω (k * S) * (ω (-(k * R)) * f R)
      = if R = S then N * f R else 0 := by
    intro R
    have h1 : ∀ k : ZMod N, ω (k * S) * (ω (-(k * R)) * f R) = ω (k * (S - R)) * f R := by
      intro k
      have h2 : k * (S - R) = k * S + -(k * R) := by ring
      rw [h2, AddChar.map_add_eq_mul, mul_assoc]
    simp only [h1]
    -- orthogonality of the lattice phases
    rw [← Finset.sum_mul, AddChar.sum_mulShift (S - R) (ZMod.isPrimitive_stdAddChar N)]
    by_cases hR : R = S
    · simp [hR, ZMod.card]
    · have hS : S - R ≠ 0 := fun h' => hR (sub_eq_zero.mp h').symm
      simp [hR, hS]
  simp only [dft, Finset.mul_sum]
  rw [Finset.sum_comm]
  simp only [h]
  simp
```

With the roles of cell index and wave number exchanged, inversion shows that the Löwdin coefficients satisfy
$$\hat c(-k)=\frac1N\sum_R\omega(kR)\sum_q\omega(-qR)\,\hat s(q)^{-1/2}=\hat s(k)^{-1/2}.$$
Lean states this as a product equal to one.

```lean
/-- Where `ŝ(k) > 0`, the Löwdin coefficients satisfy `ŝ(k)^(1/2) ĉ(-k) = 1`. -/
theorem dft_loewdinCoeff (T : E ≃ₗᵢ[ℂ] E) (φ : E) (k : ZMod N)
    (hs : 0 < overlapSpectrum T φ k) :
    ((√(overlapSpectrum T φ k) : ℝ) : ℂ) * dft (loewdinCoeff T φ) (-k) = 1 := by
  have hN : (N : ℂ) ≠ 0 := Nat.cast_ne_zero.mpr (NeZero.ne N)
  have hr : ((√(overlapSpectrum T φ k) : ℝ) : ℂ) ≠ 0 :=
    Complex.ofReal_ne_zero.mpr (Real.sqrt_pos.mpr hs).ne'
  have h : dft (loewdinCoeff T φ) (-k) = (∑ R : ZMod N, ω (R * k) *
      dft (fun q : ZMod N => ((√(overlapSpectrum T φ q) : ℝ) : ℂ)⁻¹) R) / N := by
    change ∑ R : ZMod N, ω (-(-k * R)) * loewdinCoeff T φ R = _
    rw [Finset.sum_div]
    refine Finset.sum_congr rfl fun R _ => ?_
    rw [loewdinCoeff, neg_mul, neg_neg, mul_comm k R, mul_div_assoc]
  rw [h, dft_inversion, mul_div_cancel_left₀ _ hN, mul_inv_cancel₀ hr]
```

## Orthonormal translates

The condition that $\hat s(k)>0$ for every $k$ says that no Bloch sum of $\varphi$ vanishes; equivalently, the translates are linearly independent. By inversion, the Löwdin coefficients are the only $c$ with $\hat c(-k)=\hat s(k)^{-1/2}$ for every $k$, and they give
$$\hat s_\chi(k)=\hat s(k)^{-1}\hat s(k)=1 .$$
The Kronecker delta $\delta_{R,0}$ has the same Fourier sum, so inversion gives $s_\chi(R)=\delta_{R,0}$. Finally
$$\langle T^R\chi,T^S\chi\rangle=\langle\chi,T^{S-R}\chi\rangle=s_\chi(S-R)=\delta_{R,S}.$$
In the proof, `h1` is the flat spectrum, `h3` the comparison with the delta, and the closing `calc` the last line.

```lean
/-- Löwdin orthogonalisation: if `T^N = 1`, `ŝ(k) > 0` and `ĉ(-k) = ŝ(k)^(-1/2)` for every `k`,
then the translates of `χ = ∑ R, c(R) T^R φ` are orthonormal. -/
theorem loewdin_orthonormal {T : E ≃ₗᵢ[ℂ] E} (hT : T ^ N = 1) (φ : E)
    (hs : ∀ k : ZMod N, 0 < overlapSpectrum T φ k) (c : ZMod N → ℂ)
    (hc : ∀ k : ZMod N, dft c (-k) = ((√(overlapSpectrum T φ k) : ℝ) : ℂ)⁻¹) :
    Orthonormal ℂ (fun R : ZMod N => translate T R (combine T c φ)) := by
  have hN : (N : ℂ) ≠ 0 := Nat.cast_ne_zero.mpr (NeZero.ne N)
  -- the new orbital has a flat overlap spectrum
  have h1 : ∀ k : ZMod N, dft (overlap T (combine T c φ)) k = 1 := by
    intro k
    rw [(dft_overlap hT _ k).1, overlapSpectrum_combine hT, hc k, norm_inv, Complex.norm_real,
      Real.norm_eq_abs, inv_pow, sq_abs, Real.sq_sqrt (hs k).le, inv_mul_cancel₀ (hs k).ne',
      Complex.ofReal_one]
  -- so does the Kronecker delta, and inversion identifies the two
  have h2 : ∀ k : ZMod N, dft (fun R : ZMod N => if R = 0 then (1 : ℂ) else 0) k = 1 := by
    intro k
    simp [dft]
  have h3 : ∀ R : ZMod N, overlap T (combine T c φ) R = if R = 0 then 1 else 0 := by
    intro R
    apply mul_left_cancel₀ hN
    rw [← dft_inversion (overlap T (combine T c φ)) R,
      ← dft_inversion (fun R : ZMod N => if R = 0 then (1 : ℂ) else 0) R]
    simp only [h1, h2]
  rw [orthonormal_iff_ite]
  intro R S
  have h4 : translate T S (combine T c φ)
      = translate T R (translate T (S - R) (combine T c φ)) := by
    rw [translate_translate hT, add_sub_cancel]
  calc ⟪translate T R (combine T c φ), translate T S (combine T c φ)⟫_ℂ
      = overlap T (combine T c φ) (S - R) := by
        rw [h4, LinearIsometryEquiv.inner_map_map, overlap]
    _ = if R = S then 1 else 0 := by
        rw [h3]
        simp only [sub_eq_zero, eq_comm]
```

Conversely, suppose that some $\chi=\sum_R c(R)T^R\varphi$ has orthonormal translates. Then $s_\chi(R)=\delta_{R,0}$, and
$$1=\hat s_\chi(k)=|\hat c(-k)|^2\,\hat s(k).$$
Hence $\hat s(k)\neq0$, and since $\hat s(k)\ge0$ it is positive. The other direction supplies `loewdinCoeff`.

```lean
/-- If `T^N = 1`, some combination of the translates of `φ` has orthonormal translates exactly
when `ŝ(k) > 0` for every `k`. -/
theorem exists_orthonormal_iff {T : E ≃ₗᵢ[ℂ] E} (hT : T ^ N = 1) (φ : E) :
    (∃ c : ZMod N → ℂ, Orthonormal ℂ (fun R : ZMod N => translate T R (combine T c φ))) ↔
      ∀ k : ZMod N, 0 < overlapSpectrum T φ k := by
  constructor
  · rintro ⟨c, hc⟩ k
    have h0 : ∀ R : ZMod N, overlap T (combine T c φ) R = if 0 = R then 1 else 0 := by
      intro R
      have h := orthonormal_iff_ite.mp hc 0 R
      have hz : translate T (0 : ZMod N) (combine T c φ) = combine T c φ := by
        rw [translate, ZMod.val_zero, pow_zero]
        rfl
      rw [hz] at h
      exact h
    have h1 : overlapSpectrum T (combine T c φ) k = 1 := by
      simp only [overlapSpectrum, dft, h0]
      simp
    rw [overlapSpectrum_combine hT] at h1
    -- a zero of the spectrum could not be rescaled to one
    refine lt_of_le_of_ne (by rw [(dft_overlap hT φ k).2]; positivity) fun h => ?_
    rw [← h, mul_zero] at h1
    exact zero_ne_one h1
  · intro hs
    exact ⟨loewdinCoeff T φ, loewdin_orthonormal hT φ hs _ fun k =>
      eq_inv_of_mul_eq_one_right (dft_loewdinCoeff T φ k (hs k))⟩
```

The same argument allows a phase: $\hat c(-k)=e^{i\theta_k}\hat s(k)^{-1/2}$ with real $\theta_k$ also gives orthonormal translates, because only $|\hat c(-k)|^2$ enters the spectrum. This is the gauge freedom of single-band Wannier functions.

All of this holds at fixed $N$; the step to an infinite crystal, $N\to\infty$, needs a further argument.

## One site and two sites

For $N=1$ the only translation is the identity and $\hat s(0)=\|\varphi\|^2$. The condition is $\varphi\ne0$, and the Löwdin orbital is $\varphi/\|\varphi\|$.

For $N=2$, let $T$ exchange the amplitudes on two sites.

```lean
/-- The translation of a ring of two sites, which exchanges the two amplitudes. -/
def siteSwap : EuclideanSpace ℂ (Fin 2) ≃ₗᵢ[ℂ] EuclideanSpace ℂ (Fin 2) :=
  LinearIsometryEquiv.piLpCongrLeft 2 ℂ ℂ (Equiv.swap 0 1)
```

The unnormalised orbital $\varphi=(2,1)$ has $s(0)=4+1=5$ and $s(1)=2+2=4$; for the normalised orbital the overlap is $4/5$. The spectrum is
$$\hat s(k)=5+4\,\mathrm{Re}\,\omega(-k)\ge 1,$$
with values $9$ and $1$, or $9/5$ and $1/5$ after normalisation. Lean uses the lower bound, which needs only that a phase has real part at least $-1$. The coefficient formula then gives $c(0)=2/3$ and $c(1)=-1/3$, so $\chi=\frac23(2,1)-\frac13(1,2)=(1,0)$, an orbital on a single site.

```lean
/-- On the ring of two sites the translation squares to the identity, the unnormalised orbital
`(2, 1)` has overlap `4` with its translate, and its overlap spectrum is positive. -/
theorem loewdin_witness :
    siteSwap ^ 2 = 1 ∧ overlap siteSwap !₂[2, 1] (1 : ZMod 2) = 4 ∧
      ∀ k : ZMod 2, 0 < overlapSpectrum siteSwap !₂[2, 1] k := by
  have h0 : overlap siteSwap !₂[2, 1] (0 : ZMod 2) = 5 := by
    change inner ℂ (!₂[2, 1] : EuclideanSpace ℂ (Fin 2)) !₂[2, 1] = 5
    rw [PiLp.inner_apply, Fin.sum_univ_two]
    simp
    norm_num
  have h1 : overlap siteSwap !₂[2, 1] (1 : ZMod 2) = 4 := by
    have hv : (1 : ZMod 2).val = 1 := rfl
    have hconj : (starRingEnd ℂ) 2 = 2 := map_ofNat (starRingEnd ℂ) 2
    have hfour : (starRingEnd ℂ) 2 + 2 = 4 := by
      rw [hconj]
      norm_num
    rw [overlap, translate, hv, pow_one, PiLp.inner_apply, Fin.sum_univ_two]
    simp [siteSwap, LinearIsometryEquiv.piLpCongrLeft_apply]
    exact hfour
  refine ⟨LinearIsometryEquiv.ext fun v => ?_, h1, fun k => ?_⟩
  · change siteSwap (siteSwap v) = v
    ext i
    fin_cases i <;> simp [siteSwap, LinearIsometryEquiv.piLpCongrLeft_apply]
  · have hsum : dft (overlap siteSwap !₂[2, 1]) k
        = ω (-(k * 0)) * overlap siteSwap !₂[2, 1] (0 : ZMod 2)
          + ω (-(k * 1)) * overlap siteSwap !₂[2, 1] (1 : ZMod 2) :=
      Fin.sum_univ_two (fun R : ZMod 2 => ω (-(k * R)) * overlap siteSwap !₂[2, 1] R)
    -- a phase has real part at least `-1`
    have hre := Complex.abs_re_le_norm (ω (-k))
    rw [AddChar.norm_apply] at hre
    have hlow := (abs_le.mp hre).1
    rw [overlapSpectrum, hsum, h0, h1, mul_zero, neg_zero, AddChar.map_zero_eq_one, mul_one]
    have hval : (1 * 5 + ω (-k) * 4 : ℂ).re = 5 + (ω (-k)).re * 4 := by
      simp [Complex.add_re, Complex.mul_re]
    rw [hval]
    linarith

end LoewdinWannier
```

```lean
#print axioms LoewdinWannier.loewdin_orthonormal
#print axioms LoewdinWannier.exists_orthonormal_iff
```

```
'LoewdinWannier.loewdin_orthonormal' depends on axioms: [propext, Classical.choice, Quot.sound]
'LoewdinWannier.exists_orthonormal_iff' depends on axioms: [propext, Classical.choice, Quot.sound]
```
